# The Casimir–Polder integral of a rotor's squared polarizability is d⁴/(6B)

A rotor with the single excitation energy 2B is given the isotropic polarizability (4Bd²/3)/((2B)² + ω²) at imaginary frequency iω; this formula is taken as a definition, not derived from a Hamiltonian. The theorem `casimirPolder_rotor` says that 3/π times the integral of its square over ω > 0 equals d⁴/(6B), for every B > 0 and every real d. The proof writes the squared polarizability as a constant times a squared Lorentzian of width 2B. It then inserts the value of that integral from `integral_lorentzian_sq`, which is proved earlier in the file from an explicit antiderivative, and leaves the remaining algebra to `field_simp` and `norm_num`.

This version doesn't compile in Lean 4 with Mathlib:

```lean
import Mathlib

open Matrix Filter Topology

namespace RotorDispersion

noncomputable section

/-- The isotropic polarizability of a rotor at imaginary frequency `iω`, with excitation
energy `2B`, for `B ≠ 0`. -/
def rotorPolarizability (B d ω : ℝ) : ℝ :=
  4 * B * d ^ 2 / 3 / ((2 * B) ^ 2 + ω ^ 2)

/-- The frequency integral of a squared Lorentzian of width `a > 0` over the half line. -/
theorem integral_lorentzian_sq {a : ℝ} (ha : 0 < a) :
    ∫ ω in Set.Ioi (0 : ℝ), 1 / (a ^ 2 + ω ^ 2) ^ 2 = Real.pi / (4 * a ^ 3) := by
  have hderiv : ∀ x ∈ Set.Ici (0 : ℝ), HasDerivAt
      (fun y : ℝ => y / (a ^ 2 + y ^ 2) / (2 * a ^ 2) + Real.arctan (y / a) / (2 * a ^ 3))
      (1 / (a ^ 2 + x ^ 2) ^ 2) x := by
    intro x _
    have hp : a ^ 2 + x ^ 2 ≠ 0 := by positivity
    have hden : HasDerivAt (fun y : ℝ => a ^ 2 + y ^ 2) (2 * x) x := by
      simpa using (hasDerivAt_pow 2 x).const_add (a ^ 2)
    have h1 := ((hasDerivAt_id' x).fun_div hden hp).div_const (2 * a ^ 2)
    have h2 := (((hasDerivAt_id' x).div_const a).arctan).div_const (2 * a ^ 3)
    refine (h1.fun_add h2).congr_deriv ?_
    have h3 : 1 + (x / a) ^ 2 = (a ^ 2 + x ^ 2) / a ^ 2 := by field_simp
    rw [h3]
    field_simp
    ring
  have hlim : Tendsto
      (fun y : ℝ => y / (a ^ 2 + y ^ 2) / (2 * a ^ 2) + Real.arctan (y / a) / (2 * a ^ 3))
      atTop (𝓝 (0 / (2 * a ^ 2) + Real.pi / 2 / (2 * a ^ 3))) := by
    have h1 : Tendsto (fun y : ℝ => y / (a ^ 2 + y ^ 2)) atTop (𝓝 0) := by
      refine tendsto_of_tendsto_of_tendsto_of_le_of_le' tendsto_const_nhds
        tendsto_inv_atTop_zero ?_ ?_
      · filter_upwards [eventually_gt_atTop 0] with y hy
        positivity
      · filter_upwards [eventually_gt_atTop 0] with y hy
        rw [inv_eq_one_div, div_le_div_iff₀ (by positivity) hy]
        nlinarith [sq_nonneg a]
    have h2 : Tendsto (fun y : ℝ => Real.arctan (y / a)) atTop (𝓝 (Real.pi / 2)) :=
      (Real.tendsto_arctan_atTop.mono_right nhdsWithin_le_nhds).comp
        (tendsto_id.atTop_div_const ha)
    exact (h1.div_const _).add (h2.div_const _)
  rw [MeasureTheory.integral_Ioi_of_hasDerivAt_of_nonneg' hderiv
    (fun x _ => by positivity) hlim]
  simp only [zero_div, Real.arctan_zero, add_zero, zero_add, sub_zero]
  field_simp
  norm_num

/-- The Casimir-Polder integral over the rotor polarizabilities equals `d⁴/(6B)`. -/
theorem casimirPolder_rotor {B : ℝ} (hB : 0 < B) (d : ℝ) :
    3 / Real.pi * ∫ ω in Set.Ioi (0 : ℝ), rotorPolarizability B d ω ^ 2
      = d ^ 4 / (6 * B) := by
  have h : ∀ ω : ℝ, rotorPolarizability B d ω ^ 2
      = (4 * B * d ^ 2 / 3) ^ 2 * (1 / ((2 * B) ^ 2 + ω ^ 2) ^ 2) := by
    intro ω
    have hp : (2 * B) ^ 2 + ω ^ 2 ≠ 0 := by positivity
    unfold rotorPolarizability
    generalize (2 * B) ^ 2 + ω ^ 2 = q at hp ⊢
    field_simp
  simp_rw [h]
  rw [MeasureTheory.integral_const_mul, integral_lorentzian_sq (by linarith)]
  have hpi := Real.pi_ne_zero
  field_simp
  norm_num

end

end RotorDispersion
```

Compiling this gives:

```
Main.lean:55:27: error: unsolved goals
B : ℝ
hB : 0 < B
d : ℝ
h : ∀ (ω : ℝ), rotorPolarizability B d ω ^ 2 = (4 * B * d ^ 2 / 3) ^ 2 * (1 / ((2 * B) ^ 2 + ω ^ 2) ^ 2)
hpi : Real.pi ≠ 0
⊢ 4 * d ^ 4 * 6 = 3 * d ^ 4 * 8
```

What went wrong. The one error says that the proof of `casimirPolder_rotor` ends with a goal still open: `4 * d ^ 4 * 6 = 3 * d ^ 4 * 8`. The equation is true, since both sides are 24d⁴, so the integral has been evaluated correctly and only arithmetic is left.

The last tactic, `norm_num`, does not finish it. It evaluates numerical expressions and simplifies, but here `d ^ 4` stands between the numerals on each side, and `norm_num` does not reorder the products to bring them together. Replacing it with `ring` cures this, because `ring` puts both sides into a common normal form in which the numerical factors are multiplied out.

The changes inside `h` are mere tidying, as Lean reported no error there. That identity, (c/q)² = c² · (1/q²), also follows by `ring`, which does not need q ≠ 0, so the hypothesis `hp` can go.

The repair, with which the file compiles:

```diff
@@ -57,13 +57,12 @@
       = (4 * B * d ^ 2 / 3) ^ 2 * (1 / ((2 * B) ^ 2 + ω ^ 2) ^ 2) := by
     intro ω
-    have hp : (2 * B) ^ 2 + ω ^ 2 ≠ 0 := by positivity
     unfold rotorPolarizability
-    generalize (2 * B) ^ 2 + ω ^ 2 = q at hp ⊢
-    field_simp
+    generalize (2 * B) ^ 2 + ω ^ 2 = q
+    ring
   simp_rw [h]
   rw [MeasureTheory.integral_const_mul, integral_lorentzian_sq (by linarith)]
   have hpi := Real.pi_ne_zero
   field_simp
-  norm_num
+  ring
 
 end
```
